# A shifted k-point grid is closed under k → −k exactly when twice its shift, in grid steps, is an integer along every axis

Crystal momenta are written in fractional coordinates, as multiples of the primitive reciprocal lattice vectors, so two momenta are physically the same when each coordinate differs by an integer. Along axis $i$ the grid has $N_i$ divisions and a real shift $s_i$. Its points are

$$k_i = \frac{r_i + s_i}{N_i} \pmod 1, \qquad r_i \in \mathbb{Z}.$$

The shift is measured in grid steps: $s_i = 1/2$ displaces the grid by half a step, which is $1/(2N_i)$ of a reciprocal lattice vector.

In Lean the axes are the elements of a type `ι`, so the number of dimensions is left open; three axes give a bulk crystal. A coordinate modulo 1 is an element of `UnitAddCircle`, the circle $\mathbb{R}/\mathbb{Z}$, and a momentum is a function from axes to that circle.

```lean
import Mathlib

namespace TimeReversalGrid

noncomputable section

variable {ι : Type*}

/-- The grid point with integer labels `r`: its fractional coordinate along axis `i` is
`(r i + s i) / N i` modulo 1, for `N i ≥ 1` divisions and shift `s i`. -/
def gridPoint (N : ι → ℕ) (s : ι → ℝ) (r : ι → ℤ) : ι → UnitAddCircle :=
  fun i => ((((r i : ℝ) + s i) / (N i : ℝ) : ℝ) : UnitAddCircle)
```

The grid is the set of all such points. The labels run over all integers, and labels that differ by a multiple of $N_i$ along each axis give the same momentum.

```lean
/-- The shifted k-point grid, as a set of crystal momenta modulo reciprocal lattice vectors,
for `N i ≥ 1` divisions along each axis. -/
def grid (N : ι → ℕ) (s : ι → ℝ) : Set (ι → UnitAddCircle) :=
  Set.range (gridPoint N s)
```

Time reversal takes a Bloch state at $k$ to one at $-k$. If the Hamiltonian is time-reversal invariant, the band energies at the two momenta coincide, and a Brillouin-zone sum of energies needs only one momentum of each pair, provided that both are on the grid. The theorems settle when this happens for a single uniform grid with one shift per axis; the equality of the energies is physical input and plays no part in them.

## Momenta are identified modulo reciprocal lattice vectors

The periodicity of reciprocal space enters through the type `UnitAddCircle`. By hand it is the rule that real coordinates $x$ and $y$ name the same momentum exactly when $x - y = n$ for some integer $n$.

```lean
/-- Two fractional coordinates describe the same crystal momentum exactly when they differ
by an integer. -/
theorem coe_eq_iff (x y : ℝ) :
    (x : UnitAddCircle) = (y : UnitAddCircle) ↔ ∃ n : ℤ, x - y = n := by
  rw [← sub_eq_zero, ← AddCircle.coe_sub, AddCircle.coe_eq_zero_iff]
  constructor
  · rintro ⟨n, hn⟩
    exact ⟨n, by rw [← hn]; simp⟩
  · rintro ⟨n, hn⟩
    exact ⟨n, by rw [hn]; simp⟩
```

The proof moves everything to one side and uses Mathlib's description of the reals that become zero on the circle, namely the integer multiples of the period 1.

Without this identification, a grid stored as the real numbers with labels $0, \dots, N-1$ would generally not be closed under a change of sign. For $N = 4$ and $s = 1/2$ the stored values are $1/8, 3/8, 5/8, 7/8$, and $-1/8$ is not among them. It is the same momentum as $7/8$, which is.

## Every axis has at least one division

The hypothesis `hN : ∀ i, 0 < N i` says that the grid has a finite step along every axis. A single division is allowed: then the grid has one coordinate along that axis, $s_i$ modulo 1.

The derivation uses $N_i \neq 0$ to pass between a momentum and its label. Suppose that $x$ is on the grid. Then for each axis there are integers $r_i$ and $n_i$ with $(r_i + s_i)/N_i - x_i = n_i$, and multiplying by $N_i$ gives

$$N_i x_i = (r_i - n_i N_i) + s_i.$$

So $N_i x_i$ is an integer plus the shift. Conversely, if $N_i x_i = r_i + s_i$ with $r_i$ an integer, division by $N_i$ shows that $x_i$ is the coordinate with label $r_i$.

```lean
/-- With at least one division along each axis, a momentum `x` lies on the grid exactly when
every `N i * x i` is an integer plus the shift `s i`. -/
theorem mem_grid_iff {N : ι → ℕ} (hN : ∀ i, 0 < N i) (s x : ι → ℝ) :
    (fun i => (x i : UnitAddCircle)) ∈ grid N s ↔
      ∀ i, ∃ r : ℤ, (N i : ℝ) * x i = r + s i := by
  have hN' : ∀ i, (N i : ℝ) ≠ 0 := fun i => Nat.cast_ne_zero.mpr (hN i).ne'
  constructor
  · rintro ⟨r, hr⟩ i
    obtain ⟨n, hn⟩ := (coe_eq_iff (((r i : ℝ) + s i) / (N i : ℝ)) (x i)).1 (congrFun hr i)
    have e : ((r i : ℝ) + s i) / (N i : ℝ) * (N i : ℝ) = r i + s i :=
      div_mul_cancel₀ _ (hN' i)
    -- a reciprocal lattice vector `n` moves the label by `n * N i`
    refine ⟨r i - n * (N i : ℤ), ?_⟩
    push_cast
    linear_combination e - (N i : ℝ) * hn
  · intro h
    choose r hr using h
    refine ⟨r, funext fun i => ?_⟩
    change ((((r i : ℝ) + s i) / (N i : ℝ) : ℝ) : UnitAddCircle) = (x i : UnitAddCircle)
    rw [← hr i, mul_div_cancel_left₀ _ (hN' i)]
```

In the first half of the proof, `hn` is the integer difference, and `linear_combination` carries out the multiplication by $N_i$. In the second half, `choose` collects one label for each axis into a label for the whole point.

The same test compares two shifts. A point with label $r$ and shift $s$ lies on the grid with shift $t$ exactly when, for each axis, some integer $q_i$ satisfies $r_i + s_i = q_i + t_i$. This means $s_i - t_i = q_i - r_i$, so the condition is that $s_i - t_i$ be an integer; given such an integer $m_i$, the label is $q_i = r_i + m_i$.

```lean
/-- With at least one division along each axis, a point of the grid with shift `s` lies on the
grid with shift `t` exactly when the shifts differ by integers. -/
theorem gridPoint_mem_iff {N : ι → ℕ} (hN : ∀ i, 0 < N i) (s t : ι → ℝ) (r : ι → ℤ) :
    gridPoint N s r ∈ grid N t ↔ ∀ i, ∃ m : ℤ, s i - t i = m := by
  refine (mem_grid_iff hN t (fun i => ((r i : ℝ) + s i) / (N i : ℝ))).trans
    (forall_congr' fun i => ?_)
  have hNi : (N i : ℝ) ≠ 0 := Nat.cast_ne_zero.mpr (hN i).ne'
  have c : (N i : ℝ) * (((r i : ℝ) + s i) / (N i : ℝ)) = r i + s i := by field_simp
  constructor
  · rintro ⟨q, hq⟩
    exact ⟨q - r i, by push_cast; linear_combination hq - c⟩
  · rintro ⟨m, hm⟩
    exact ⟨r i + m, by push_cast; linear_combination c + hm⟩
```

If $N_i = 0$ were admitted, Lean's convention that division by zero gives zero would put the coordinate at 0 for every shift. A one-axis grid with $N = 0$ and $s = 1/4$ would then be closed under reversal although $2s = 1/2$.

## Twice the shift is an integer

The condition `∀ i, ∃ m : ℤ, 2 * s i = m` says that reversal carries the grid's offset to an equivalent offset. Under $k \to -k$ a grid with shift $s$ becomes one with shift $-s$, and these offsets must agree up to whole grid steps.

For a single point the calculation is short. The reversed point has coordinates $-(r_i + s_i)/N_i$. By the membership test it is on the grid exactly when there are integers $q_i$ with

$$-(r_i + s_i) = q_i + s_i, \qquad\text{that is,}\qquad 2s_i = -q_i - r_i.$$

If such $q_i$ exist, every $2s_i$ is an integer. If $2s_i = m_i$ is an integer for each axis, then $q_i = -r_i - m_i$ is the partner's label. The condition on $s$ does not involve $r$.

```lean
/-- With at least one division along each axis, the time-reversed partner of a grid point is on
the grid exactly when twice the shift is an integer along every axis. -/
theorem neg_gridPoint_mem_iff {N : ι → ℕ} (hN : ∀ i, 0 < N i) (s : ι → ℝ) (r : ι → ℤ) :
    -gridPoint N s r ∈ grid N s ↔ ∀ i, ∃ m : ℤ, 2 * s i = m := by
  have e : -gridPoint N s r =
      fun i => ((-(((r i : ℝ) + s i) / (N i : ℝ)) : ℝ) : UnitAddCircle) := rfl
  rw [e]
  refine (mem_grid_iff hN s (fun i => -(((r i : ℝ) + s i) / (N i : ℝ)))).trans
    (forall_congr' fun i => ?_)
  have hNi : (N i : ℝ) ≠ 0 := Nat.cast_ne_zero.mpr (hN i).ne'
  have c : (N i : ℝ) * (((r i : ℝ) + s i) / (N i : ℝ)) = r i + s i := by field_simp
  -- the labels `r` and `q` of a pair satisfy `r + q + 2 s = 0`
  constructor
  · rintro ⟨q, hq⟩
    exact ⟨-q - r i, by push_cast; linear_combination -hq - c⟩
  · rintro ⟨m, hm⟩
    exact ⟨-r i - m, by push_cast; linear_combination -c - hm⟩
```

The auxiliary equation `c` cancels $N_i$ against the denominator. The two `linear_combination` steps then verify the two label formulas.

Closure of the whole grid follows. If the grid is closed, the point with all labels zero has its partner on the grid, and this already forces every $2s_i$ to be an integer. If every $2s_i$ is an integer, the calculation above supplies a partner for each point.

```lean
/-- A shifted grid with at least one division along each axis is mapped into itself by
`k → -k` if and only if twice the shift is an integer along every axis. -/
theorem timeReversal_invariant_iff {N : ι → ℕ} (hN : ∀ i, 0 < N i) (s : ι → ℝ) :
    (∀ k ∈ grid N s, -k ∈ grid N s) ↔ ∀ i, ∃ m : ℤ, 2 * s i = m := by
  constructor
  · intro h
    exact (neg_gridPoint_mem_iff hN s 0).1 (h _ ⟨0, rfl⟩)
  · rintro h _ ⟨r, rfl⟩
    exact (neg_gridPoint_mem_iff hN s r).2 h
```

The left side, `∀ k ∈ grid N s, -k ∈ grid N s`, says that the grid is mapped into itself. It is then also mapped onto itself, because reversing twice restores every momentum.

When the condition fails along even one axis, pairing is lost completely. One partner on the grid would be enough to make every $2s_i$ an integer, so no point has one.

```lean
/-- If twice the shift fails to be an integer along some axis, then no point of the grid has its
time-reversed partner on the grid (at least one division along each axis). -/
theorem no_partner_of_generic_shift {N : ι → ℕ} (hN : ∀ i, 0 < N i) (s : ι → ℝ)
    (hs : ∃ i, ∀ m : ℤ, 2 * s i ≠ m) : ∀ k ∈ grid N s, -k ∉ grid N s := by
  rintro _ ⟨r, rfl⟩ h
  obtain ⟨i, hi⟩ := hs
  obtain ⟨m, hm⟩ := (neg_gridPoint_mem_iff hN s r).1 h i
  exact hi m hm
```

The condition concerns one grid and the bare map $k \to -k$. The union of two grids with shifts $1/4$ and $-1/4$ is closed under reversal, though neither grid is closed by itself. Time reversal combined with a crystal rotation is a different map, and it may relate points of a grid that fails the condition here.

## The shift is 0 or 1/2 up to whole grid steps

A shift is a description of a grid, and several shifts can describe the same one. If two grids with the same $N$ are equal, the zero-label point of the first lies on the second, so $s_i - t_i$ is an integer for every axis. If all these differences are integers, each point of either grid lies on the other.

```lean
/-- With at least one division along each axis, two shifts produce the same grid exactly when
they differ by integers. -/
theorem grid_eq_iff {N : ι → ℕ} (hN : ∀ i, 0 < N i) (s t : ι → ℝ) :
    grid N s = grid N t ↔ ∀ i, ∃ m : ℤ, s i - t i = m := by
  constructor
  · intro h
    exact (gridPoint_mem_iff hN s t 0).1 (h ▸ ⟨0, rfl⟩)
  · intro h
    apply Set.Subset.antisymm
    · rintro _ ⟨r, rfl⟩
      exact (gridPoint_mem_iff hN s t r).2 h
    · rintro _ ⟨r, rfl⟩
      refine (gridPoint_mem_iff hN t s r).2 fun i => ?_
      obtain ⟨m, hm⟩ := h i
      exact ⟨-m, by push_cast; linear_combination -hm⟩
```

The proof obtains the two inclusions from the comparison of shifts above, changing the sign of the integer for the second.

Now let $2s_i = m_i$. If $m_i = 2q_i$ is even, then $s_i = q_i$, and the axis can be described with shift 0. If $m_i = 2q_i + 1$ is odd, then $s_i = q_i + 1/2$, and the shift can be taken as $1/2$. Conversely, a shift that differs from 0 or $1/2$ by an integer has an integer double.

```lean
/-- With at least one division along each axis, the grids mapped into themselves by `k → -k` are
exactly those that are unshifted or half-shifted along each axis. -/
theorem invariant_iff_unshifted_or_half {N : ι → ℕ} (hN : ∀ i, 0 < N i) (s : ι → ℝ) :
    (∀ k ∈ grid N s, -k ∈ grid N s) ↔
      ∃ t : ι → ℝ, (∀ i, t i = 0 ∨ t i = 1 / 2) ∧ grid N s = grid N t := by
  rw [timeReversal_invariant_iff hN]
  constructor
  · intro h
    have h' : ∀ i, ∃ t : ℝ, (t = 0 ∨ t = 1 / 2) ∧ ∃ m : ℤ, s i - t = m := by
      intro i
      obtain ⟨m, hm⟩ := h i
      -- even `2 s` gives no shift, odd `2 s` gives a half shift
      rcases Int.even_or_odd' m with ⟨q, hq | hq⟩
      · refine ⟨0, Or.inl rfl, q, ?_⟩
        rw [hq] at hm
        push_cast at hm
        linarith
      · refine ⟨1 / 2, Or.inr rfl, q, ?_⟩
        rw [hq] at hm
        push_cast at hm
        linarith
    choose t ht hst using h'
    exact ⟨t, ht, (grid_eq_iff hN s t).2 hst⟩
  · rintro ⟨t, ht, hst⟩ i
    obtain ⟨m, hm⟩ := (grid_eq_iff hN s t).1 hst i
    rcases ht i with h0 | h0
    · exact ⟨2 * m, by push_cast; linarith⟩
    · exact ⟨2 * m + 1, by push_cast; linarith⟩
```

`Int.even_or_odd'` makes the case distinction, and `choose` assembles the representative shift `t` from its values along the separate axes. The choice is independent for each axis, so a three-dimensional grid may be half-shifted along one axis and unshifted along the others.

The equality `grid N s = grid N t` is needed in this statement. A shift of $3/2$ is itself neither 0 nor $1/2$, yet its grid is closed, because it coincides with the half-shifted one.

## A half shift along an evenly divided axis

A point that is its own partner has no second point to stand for, so it matters whether such points occur. The last theorem excludes them under three hypotheses on one axis $i$: $N_i$ is positive, $N_i$ is even, and $s_i = 1/2$. Nothing is required of the other axes.

Suppose that $-k = k$. Along axis $i$ the two coordinates differ by an integer $n$:

$$-\frac{2(r_i + 1/2)}{N_i} = n, \qquad\text{so}\qquad 2r_i + 1 = -nN_i.$$

The left side is odd and the right side is even, a contradiction.

```lean
/-- If the grid is half-shifted along an axis with an even, nonzero number of divisions, then no
grid point is its own time-reversed partner. -/
theorem neg_ne_self_of_half_shift {N : ι → ℕ} {s : ι → ℝ} {i : ι} (hN : 0 < N i)
    (hev : Even (N i)) (hs : s i = 1 / 2) : ∀ k ∈ grid N s, -k ≠ k := by
  rintro _ ⟨r, rfl⟩ h
  have h1 : ((-(((r i : ℝ) + s i) / (N i : ℝ)) : ℝ) : UnitAddCircle) =
      ((((r i : ℝ) + s i) / (N i : ℝ) : ℝ) : UnitAddCircle) := congrFun h i
  obtain ⟨n, hn⟩ := (coe_eq_iff _ _).1 h1
  obtain ⟨p, hp⟩ := hev
  have hNi : (N i : ℝ) ≠ 0 := Nat.cast_ne_zero.mpr hN.ne'
  have c : (N i : ℝ) * (((r i : ℝ) + s i) / (N i : ℝ)) = r i + s i := by field_simp
  -- a self-paired point would make the odd number `2 r + 1` a multiple of `N i`
  have hreal : 2 * (r i : ℝ) + 1 = -((n : ℝ) * (N i : ℝ)) := by
    linear_combination -(N i : ℝ) * hn - 2 * c - 2 * hs
  have hint : 2 * r i + 1 = -(n * (N i : ℤ)) := by exact_mod_cast hreal
  have hpar : 2 * r i + 1 = 2 * (-(n * (p : ℤ))) := by
    rw [hint, hp]
    push_cast
    ring
  omega

end

end TimeReversalGrid
```

The equation is first obtained over the reals as `hreal` and then transferred to the integers as `hint`. Evenness supplies $N_i = p + p$, and `omega` finds the parity contradiction.

Without evenness the conclusion can fail: for one axis with $N = 1$ and $s = 1/2$, the only point is $1/2$, which equals $-1/2$ modulo 1. Without the half shift it can fail too, since an unshifted grid contains $k = 0$.

```lean
#print axioms TimeReversalGrid.neg_gridPoint_mem_iff
#print axioms TimeReversalGrid.no_partner_of_generic_shift
#print axioms TimeReversalGrid.invariant_iff_unshifted_or_half
#print axioms TimeReversalGrid.neg_ne_self_of_half_shift
```

```
'TimeReversalGrid.neg_gridPoint_mem_iff' depends on axioms: [propext, Classical.choice, Quot.sound]
'TimeReversalGrid.no_partner_of_generic_shift' depends on axioms: [propext, Classical.choice, Quot.sound]
'TimeReversalGrid.invariant_iff_unshifted_or_half' depends on axioms: [propext, Classical.choice, Quot.sound]
'TimeReversalGrid.neg_ne_self_of_half_shift' depends on axioms: [propext, Classical.choice, Quot.sound]
```

## Four divisions worked out, and the weights in a band calculation

Take one axis with $N = 4$.

| Shift $s$ | Grid points | Pairs under $k \to -k$ | Points to compute |
|---|---|---|---|
| $0$ | $0, 1/4, 1/2, 3/4$ | $1/4$ with $3/4$; $0$ and $1/2$ with themselves | 3 |
| $1/2$ | $1/8, 3/8, 5/8, 7/8$ | $1/8$ with $7/8$; $3/8$ with $5/8$ | 2 |
| $1/4$ | $1/16, 5/16, 9/16, 13/16$ | none | 4 |

In the last row the reversed points are $15/16, 11/16, 7/16, 3/16$, and none of them is on the grid, in agreement with $2s = 1/2$.

A band-structure program that uses this reduction can store labels from $0$ to $N_i - 1$ and, when every $2s_i$ is an integer, find the partner of $r$ from

$$q_i = (-r_i - 2s_i) \bmod N_i.$$

It diagonalises the Hamiltonian at one momentum of each pair and at every self-paired momentum. In a three-dimensional grid average of band energies, the momentum kept from a pair gets weight $2/(N_1N_2N_3)$, and a self-paired momentum gets $1/(N_1N_2N_3)$. For a $4\times4\times4$ grid this leaves 36 of the 64 points without a shift, since 8 points are self-paired, and 32 with a half shift along all three axes. With a shift of $1/4$ along any axis, the map $k \to -k$ alone removes none.
